# The fourth spectral moment of a finite simple graph from its degrees, edges and four-cycles

Let G be a finite simple graph with vertex set V. In a Hückel model the vertices are the atoms that carry a p orbital, and the edges are the bonds between them. The adjacency matrix A has A_ab = 1 if a and b are joined and A_ab = 0 otherwise. Write d_v for the degree of vertex v (its number of neighbours), m for the number of edges and q for the number of four-cycle subgraphs. A four-cycle may have chords. The result is

trace(A⁴) = 2 Σ_v d_v² − 2m + 8q.

In the non-interacting Hückel model with orthonormal atomic orbitals, the same orbital energy α on every atom and the same coupling β on every bond, the fourth moment of the orbital levels ε_i about α, taken as the sum Σ_i (ε_i − α)⁴, is β⁴ times this number. It is obtained without diagonalisation.

## Walks and four-cycles as finite sets

```lean
import Mathlib

open Matrix

namespace HuckelFourthMoment

variable {V : Type*} [Fintype V] [DecidableEq V] (G : SimpleGraph V) [DecidableRel G.Adj]
```

`V` is the finite set of vertices and `G` the graph. `SimpleGraph` means undirected edges, no loops and at most one edge per pair. `G.Adj a b` says that a and b are joined.

```lean
/-- The closed walks `a → b → c → d → a` of length four, written as quadruples of vertices. -/
def closedWalks : Finset (V × V × V × V) :=
  Finset.univ.filter fun p => G.Adj p.1 p.2.1 ∧ G.Adj p.2.1 p.2.2.1 ∧
    G.Adj p.2.2.1 p.2.2.2 ∧ G.Adj p.2.2.2 p.1
```

A closed walk of length four is a quadruple (a, b, c, d) with a–b, b–c, c–d and d–a all edges. Lean stores a quadruple as nested pairs, so `p.1`, `p.2.1`, `p.2.2.1` and `p.2.2.2` are a, b, c and d. Starting point and direction matter, and vertices may repeat.

```lean
/-- The closed walks of length four whose opposite vertices are distinct. -/
def ringWalks : Finset (V × V × V × V) :=
  (closedWalks G).filter fun p => p.1 ≠ p.2.2.1 ∧ p.2.1 ≠ p.2.2.2
```

A ring walk also has a ≠ c and b ≠ d. Neighbours are distinct because there are no loops, so all four vertices differ.

```lean
/-- The set of unordered pairs `ab`, `bc`, `cd`, `da` of a quadruple `(a, b, c, d)`. For a closed
walk these are the edges traversed. -/
def ringBonds (p : V × V × V × V) : Finset (Sym2 V) :=
  {s(p.1, p.2.1), s(p.2.1, p.2.2.1), s(p.2.2.1, p.2.2.2), s(p.2.2.2, p.1)}
```

This records which edges are traversed. `s(a, b)` is an unordered pair, equal to `s(b, a)`, so the direction of travel is forgotten.

```lean
/-- The four-cycle subgraphs of `G`, each given by its set of edges. -/
def fourCycles : Finset (Finset (Sym2 V)) := (ringWalks G).image ringBonds
```

The image of the ring walks under `ringBonds` keeps each edge set once. Its size is q.

```lean
/-- A quadruple is a ring walk when consecutive vertices are adjacent and opposite ones differ. -/
theorem mem_ringWalks {a b c d : V} : (a, b, c, d) ∈ ringWalks G ↔
    (G.Adj a b ∧ G.Adj b c ∧ G.Adj c d ∧ G.Adj d a) ∧ a ≠ c ∧ b ≠ d := by
  simp only [ringWalks, closedWalks, Finset.mem_filter, Finset.mem_univ, true_and]
```

This lemma unfolds the definition into the conditions that later proofs use.

## Eight walks around each four-cycle

```lean
/-- Exactly eight ring walks traverse the same four edges as a given ring walk. -/
theorem card_same_ring {a b c d : V} (h : (a, b, c, d) ∈ ringWalks G) :
    ((ringWalks G).filter fun p => ringBonds p = ringBonds (a, b, c, d)).card = 8 := by
  obtain ⟨⟨h1, h2, h3, h4⟩, hac, hbd⟩ := (mem_ringWalks G).mp h
  have h1' := h1.symm
  have h2' := h2.symm
  have h3' := h3.symm
  have h4' := h4.symm
  have hca := hac.symm
  have hdb := hbd.symm
  -- four starting points and two directions
  have hset : ((ringWalks G).filter fun p => ringBonds p = ringBonds (a, b, c, d)) =
      {(a, b, c, d), (b, c, d, a), (c, d, a, b), (d, a, b, c),
       (d, c, b, a), (c, b, a, d), (b, a, d, c), (a, d, c, b)} := by
    ext ⟨x, y, z, w⟩
    simp only [Finset.mem_filter, mem_ringWalks, Finset.mem_insert, Finset.mem_singleton,
      Prod.mk.injEq]
    constructor
    · rintro ⟨⟨-, hxz, hyw⟩, he⟩
      have e1 : s(x, y) ∈ ringBonds (a, b, c, d) := by rw [← he]; simp [ringBonds]
      have e2 : s(y, z) ∈ ringBonds (a, b, c, d) := by rw [← he]; simp [ringBonds]
      have e3 : s(z, w) ∈ ringBonds (a, b, c, d) := by rw [← he]; simp [ringBonds]
      have nab := h1.ne
      have nbc := h2.ne
      have ncd := h3.ne
      have nda := h4.ne
      clear he h h1 h2 h3 h4 h1' h2' h3' h4'
      simp only [ringBonds, Finset.mem_insert, Finset.mem_singleton, Sym2.eq_iff] at e1 e2 e3
      -- the first edge fixes start and direction, the others follow
      rcases e1 with (⟨rfl, rfl⟩ | ⟨rfl, rfl⟩) | (⟨rfl, rfl⟩ | ⟨rfl, rfl⟩) |
        (⟨rfl, rfl⟩ | ⟨rfl, rfl⟩) | (⟨rfl, rfl⟩ | ⟨rfl, rfl⟩) <;> grind
    · have sab : s(b, a) = s(a, b) := Sym2.eq_swap
      have sbc : s(c, b) = s(b, c) := Sym2.eq_swap
      have scd : s(d, c) = s(c, d) := Sym2.eq_swap
      have sda : s(a, d) = s(d, a) := Sym2.eq_swap
      rintro (⟨rfl, rfl, rfl, rfl⟩ | ⟨rfl, rfl, rfl, rfl⟩ | ⟨rfl, rfl, rfl, rfl⟩ |
        ⟨rfl, rfl, rfl, rfl⟩ | ⟨rfl, rfl, rfl, rfl⟩ | ⟨rfl, rfl, rfl, rfl⟩ |
        ⟨rfl, rfl, rfl, rfl⟩ | ⟨rfl, rfl, rfl, rfl⟩) <;>
      refine ⟨⟨⟨by assumption, by assumption, by assumption, by assumption⟩,
        by assumption, by assumption⟩, ?_⟩ <;>
      ext e <;>
      simp only [ringBonds, Finset.mem_insert, Finset.mem_singleton, sab, sbc, scd, sda] <;>
      tauto
  rw [hset]
  simp [Finset.card_insert_of_notMem, hac, hbd, hca, hdb, h1.ne, h2.ne, h3.ne, h4.ne,
    h1'.ne, h2'.ne, h3'.ne, h4'.ne]
```

Fix a ring walk (a, b, c, d) and let (x, y, z, w) be a ring walk with the same edges. Its first edge x–y is one of four, taken in one of two directions, which gives eight cases. The next edge must leave y without returning to x, since z ≠ x, so z is determined; w follows in the same way. Conversely, all four rotations and their reversals traverse the same edges, and they are eight different quadruples.

In Lean, `hset` is the equality between the set of such walks and the explicit list. `rcases e1` splits into the eight cases for the first edge, and `grind` settles the rest of each. The other direction checks the listed walks one by one, and the final `simp` counts them.

```lean
/-- The number of ring walks is eight times the number of four-cycle subgraphs. -/
theorem card_ringWalks : (ringWalks G).card = 8 * (fourCycles G).card := by
  rw [Finset.card_eq_sum_card_image ringBonds (ringWalks G)]
  have h : ∀ r ∈ (ringWalks G).image ringBonds,
      ((ringWalks G).filter fun p => ringBonds p = r).card = 8 := by
    intro r hr
    obtain ⟨⟨a, b, c, d⟩, hp, rfl⟩ := Finset.mem_image.mp hr
    exact card_same_ring G hp
  rw [Finset.sum_congr rfl h, Finset.sum_const, smul_eq_mul, mul_comm, fourCycles]
```

Grouping the ring walks by edge set gives q groups of eight, hence 8q ring walks.

## Counting the walks that repeat a vertex

```lean
/-- Closed walks of length four, plus twice the number of edges, number twice the sum of
squared degrees plus eight times the number of four-cycle subgraphs. -/
theorem card_closedWalks : (closedWalks G).card + 2 * G.edgeFinset.card =
    2 * ∑ v, G.degree v ^ 2 + 8 * (fourCycles G).card := by
  -- walks that are back at the start after two steps
  have hA : ((closedWalks G).filter fun p => p.1 = p.2.2.1).card = ∑ v, G.degree v ^ 2 := by
    have e : ∑ v, G.degree v ^ 2 = (Finset.univ.sigma fun v =>
        G.neighborFinset v ×ˢ G.neighborFinset v).card := by
      simp [Finset.card_sigma, Finset.card_product, sq]
    rw [e]
    refine Finset.card_nbij' (fun p => ⟨p.1, p.2.1, p.2.2.2⟩)
      (fun q => (q.1, q.2.1, q.1, q.2.2)) ?_ ?_ ?_ ?_
    · rintro ⟨a, b, c, d⟩ h
      simp [closedWalks] at h ⊢
      exact ⟨h.1.1, h.1.2.2.2.symm⟩
    · rintro ⟨a, b, d⟩ h
      simp [closedWalks] at h ⊢
      exact ⟨h.1, h.1.symm, h.2, h.2.symm⟩
    · rintro ⟨a, b, c, d⟩ h
      have hc : a = c := (Finset.mem_filter.mp h).2
      subst hc
      rfl
    · rintro ⟨a, b, d⟩ _
      rfl
  -- walks that visit the same vertex at steps one and three: rotate by one step
  have hB : ((closedWalks G).filter fun p => p.2.1 = p.2.2.2).card =
      ((closedWalks G).filter fun p => p.1 = p.2.2.1).card := by
    refine Finset.card_nbij' (fun p => (p.2.1, p.2.2.1, p.2.2.2, p.1))
      (fun p => (p.2.2.2, p.1, p.2.1, p.2.2.1)) ?_ ?_ (fun _ _ => rfl) (fun _ _ => rfl)
    · rintro ⟨a, b, c, d⟩ h
      simp [closedWalks] at h ⊢
      tauto
    · rintro ⟨a, b, c, d⟩ h
      simp [closedWalks] at h ⊢
      tauto
  -- walks that go back and forth along one edge
  have hC : ((closedWalks G).filter fun p => p.1 = p.2.2.1 ∧ p.2.1 = p.2.2.2).card =
      2 * G.edgeFinset.card := by
    have e : ∑ v, G.degree v = (Finset.univ.sigma fun v => G.neighborFinset v).card := by
      simp [Finset.card_sigma]
    rw [← G.sum_degrees_eq_twice_card_edges, e]
    refine Finset.card_nbij' (fun p => ⟨p.1, p.2.1⟩)
      (fun q => (q.1, q.2, q.1, q.2)) ?_ ?_ ?_ ?_
    · rintro ⟨a, b, c, d⟩ h
      simp [closedWalks] at h ⊢
      exact h.1.1
    · rintro ⟨a, b⟩ h
      simp [closedWalks] at h ⊢
      exact ⟨h, h.symm, h, h.symm⟩
    · rintro ⟨a, b, c, d⟩ h
      obtain ⟨hc, hd⟩ : a = c ∧ b = d := (Finset.mem_filter.mp h).2
      subst hc hd
      rfl
    · rintro ⟨a, b⟩ _
      rfl
  -- inclusion-exclusion over the two coincidences
  have hI : (closedWalks G).card +
      ((closedWalks G).filter fun p => p.1 = p.2.2.1 ∧ p.2.1 = p.2.2.2).card =
      ((closedWalks G).filter fun p => p.1 = p.2.2.1).card +
      ((closedWalks G).filter fun p => p.2.1 = p.2.2.2).card + (ringWalks G).card := by
    rw [ringWalks, Finset.card_eq_sum_ones (closedWalks G)]
    simp only [Finset.card_filter, ← Finset.sum_add_distrib]
    refine Finset.sum_congr rfl fun p _ => ?_
    by_cases h1 : p.1 = p.2.2.1 <;> by_cases h2 : p.2.1 = p.2.2.2 <;> simp [h1, h2]
  have hR := card_ringWalks G
  omega
```

Let W be the number of closed walks of length four.

- If a = c, the walk goes from a to a neighbour b, back to a, then to a neighbour d and back. There are d_a² choices for each a, so Σ_v d_v² in total (`hA`).
- If b = d, rotating the walk by one step gives the previous case, so the count is again Σ_v d_v² (`hB`).
- If both hold, the walk runs back and forth along one edge. There are Σ_v d_v = 2m of these (`hC`).

Inclusion-exclusion, which is `hI`, then gives

W + 2m = 2 Σ_v d_v² + 8q.

The first three counts use `Finset.card_nbij'`, which takes a map and its inverse and asks for proof that they match the two sets. `hI` is checked walk by walk, according to which coincidences hold. The term 2m stands on the left because these are natural numbers, where subtraction is truncated at zero. `omega` combines the linear equations.

## From walks to the trace

```lean
/-- The trace of the fourth power of the adjacency matrix over `R` is the number of closed walks of
length four, taken as an element of `R`. -/
theorem trace_eq_card_closedWalks (R : Type*) [CommRing R] :
    ((G.adjMatrix R) ^ 4).trace = ((closedWalks G).card : R) := by
  have h4 : (G.adjMatrix R) ^ 4 =
      G.adjMatrix R * (G.adjMatrix R * (G.adjMatrix R * G.adjMatrix R)) := by noncomm_ring
  rw [h4, closedWalks, Finset.card_filter]
  push_cast
  simp only [Matrix.trace, Matrix.diag_apply, Matrix.mul_apply, Finset.mul_sum,
    Fintype.sum_prod_type]
  refine Finset.sum_congr rfl fun a _ => Finset.sum_congr rfl fun b _ =>
    Finset.sum_congr rfl fun c _ => Finset.sum_congr rfl fun d _ => ?_
  by_cases h1 : G.Adj a b <;> by_cases h2 : G.Adj b c <;> by_cases h3 : G.Adj c d <;>
    by_cases h5 : G.Adj d a <;> simp [SimpleGraph.adjMatrix_apply, h1, h2, h3, h5]
```

Writing out the matrix products gives

trace(A⁴) = Σ_{a,b,c,d} A_ab A_bc A_cd A_da.

Each term is 1 for a closed walk and 0 otherwise, so the sum is W. The proof expands the products in this way and splits on whether each of the four edges is present. `R` is any commutative ring, for example the integers or the reals.

```lean
/-- Fourth spectral moment: `trace A⁴ = 2 ∑ d_v² - 2m + 8q`, with `m` edges and `q` four-cycle
subgraphs. -/
theorem trace_adjMatrix_pow_four (R : Type*) [CommRing R] :
    ((G.adjMatrix R) ^ 4).trace = 2 * ∑ v, (G.degree v : R) ^ 2
      - 2 * (G.edgeFinset.card : R) + 8 * ((fourCycles G).card : R) := by
  rw [trace_eq_card_closedWalks]
  have h := congrArg (Nat.cast : ℕ → R) (card_closedWalks G)
  push_cast at h
  linear_combination h
```

The count is carried over to `R`, where subtraction is available, and `linear_combination` rearranges it into the stated formula.

In a program, the trace needs only one matrix product. With B = A², which is symmetric,

trace(A⁴) = Σ_{i,j} B_ij².

The number of four-cycles is then

q = (trace(A⁴) − 2 Σ_v d_v² + 2m) / 8.

In integer arithmetic without overflow this is exact. A numerator that is not divisible by 8 signals an error in the input or in the program.

```lean
/-- The fourth moment equals `2 ∑ d_v² - 2m` exactly when every closed walk of length four has
a pair of coinciding opposite vertices. -/
theorem moment_eq_iff_no_four_ring :
    ((G.adjMatrix ℝ) ^ 4).trace =
        2 * ∑ v, (G.degree v : ℝ) ^ 2 - 2 * (G.edgeFinset.card : ℝ) ↔
      ∀ a b c d, G.Adj a b → G.Adj b c → G.Adj c d → G.Adj d a → a = c ∨ b = d := by
  rw [trace_adjMatrix_pow_four]
  constructor
  · intro h a b c d h1 h2 h3 h4
    by_contra hn
    rw [not_or] at hn
    have hmem : ringBonds (a, b, c, d) ∈ fourCycles G :=
      Finset.mem_image_of_mem _ ((mem_ringWalks G).mpr ⟨⟨h1, h2, h3, h4⟩, hn⟩)
    have hpos : (0 : ℝ) < ((fourCycles G).card : ℝ) := by
      exact_mod_cast Finset.card_pos.mpr ⟨_, hmem⟩
    linarith
  · intro h
    have he : fourCycles G = ∅ := by
      rw [fourCycles, Finset.image_eq_empty, Finset.eq_empty_iff_forall_notMem]
      rintro ⟨a, b, c, d⟩ hp
      obtain ⟨⟨h1, h2, h3, h4⟩, hac, hbd⟩ := (mem_ringWalks G).mp hp
      exact (h a b c d h1 h2 h3 h4).elim hac hbd
    simp [he]
```

Over the reals, the moment equals 2 Σ_v d_v² − 2m exactly when 8q = 0, that is, when there is no four-cycle. The right-hand side says this through walks: every closed walk of length four has a = c or b = d. In one direction, a ring walk would make q positive and contradict the equality; in the other, the absence of ring walks empties `fourCycles`.

## Moments of the Hückel levels

```lean
/-- The Hückel Hamiltonian `α + βA` with Coulomb integral `α` and resonance integral `β`. -/
def huckel (α β : ℝ) : Matrix V V ℝ := α • 1 + β • G.adjMatrix ℝ
```

The Hamiltonian is H = α + βA. Here α is the energy of an electron in a single p orbital and β the coupling between bonded neighbours. Every atom has the same α and every bond the same β, so heteroatoms and bond alternation are not covered. The atomic orbitals are taken as orthonormal, and electron repulsion is absent.

```lean
/-- For orthonormal Hückel orbitals `C` with levels `ε`, the fourth moment of the levels about
`α` is `β⁴ (2 ∑ d_v² - 2m + 8q)`. -/
theorem huckel_fourth_moment (α β : ℝ) (C : Matrix V V ℝ) (ε : V → ℝ)
    (hC : Cᵀ * C = 1) (hH : huckel G α β * C = C * diagonal ε) :
    ∑ i, (ε i - α) ^ 4 = β ^ 4 * (2 * ∑ v, (G.degree v : ℝ) ^ 2
      - 2 * (G.edgeFinset.card : ℝ) + 8 * ((fourCycles G).card : ℝ)) := by
  have hC' : C * Cᵀ = 1 := mul_eq_one_comm.mp hC
  have hD : diagonal (fun i => ε i - α) = diagonal ε - α • (1 : Matrix V V ℝ) := by
    ext i j
    by_cases hij : i = j
    · subst hij
      simp
    · simp [hij]
  -- the orbitals also diagonalise the shifted Hamiltonian and its powers
  have hs : SemiconjBy C (diagonal fun i => ε i - α) (β • G.adjMatrix ℝ) := by
    change C * _ = _ * C
    rw [hD, Matrix.mul_sub, ← hH, huckel, Matrix.add_mul, Matrix.smul_mul, Matrix.one_mul,
      Matrix.mul_smul, Matrix.mul_one, add_sub_cancel_left]
  have h4 := (hs.pow_right 4).eq
  have ht : ((β • G.adjMatrix ℝ) ^ 4).trace = ((diagonal fun i => ε i - α) ^ 4).trace := by
    calc ((β • G.adjMatrix ℝ) ^ 4).trace
        = ((β • G.adjMatrix ℝ) ^ 4 * C * Cᵀ).trace := by
          rw [Matrix.mul_assoc, hC', Matrix.mul_one]
      _ = (Cᵀ * (C * (diagonal fun i => ε i - α) ^ 4)).trace := by
          rw [← h4, Matrix.trace_mul_comm]
      _ = ((diagonal fun i => ε i - α) ^ 4).trace := by
          rw [← Matrix.mul_assoc, hC, Matrix.one_mul]
  rw [smul_pow, Matrix.trace_smul, smul_eq_mul, trace_adjMatrix_pow_four,
    Matrix.diagonal_pow, Matrix.trace_diagonal] at ht
  simpa using ht.symm
```

The columns of `C` are the molecular orbitals. `hC` says that they are orthonormal, and `hH` that column i is an eigenvector of H with level ε_i. Such a `C` exists for every real symmetric matrix; here it is supplied as a hypothesis.

Let D be the diagonal matrix with entries ε_i − α. Subtracting α from the eigenvalue equation gives

βA C = C D, hence (βA)⁴ C = C D⁴.

Since C Cᵀ = 1 as well, cyclicity of the trace gives

Σ_i (ε_i − α)⁴ = trace(D⁴) = β⁴ trace(A⁴),

and the graph formula finishes the argument. `SemiconjBy` expresses the relation C D = (βA) C, and `pow_right 4` raises it to the fourth power. The sum runs over all levels, whether occupied or not.

## The four-membered ring

```lean
/-- Four real orbitals on a four-membered ring, one in each column. -/
noncomputable def squareOrbitals : Matrix (Fin 4) (Fin 4) ℝ :=
  !![1/2, 1/2, 1/2, 1/2; 1/2, 1/2, -1/2, -1/2; 1/2, -1/2, -1/2, 1/2; 1/2, -1/2, 1/2, -1/2]
```

These are four normalised orbitals with coefficients ±1/2, one per column.

```lean
/-- On the four-membered ring these orbitals are orthonormal and diagonalise the Hückel
Hamiltonian, with levels `α + 2β`, `α`, `α`, `α - 2β`. -/
theorem huckel_fourth_moment_witness (α β : ℝ) :
    squareOrbitalsᵀ * squareOrbitals = 1 ∧
    huckel (SimpleGraph.cycleGraph 4) α β * squareOrbitals =
      squareOrbitals * diagonal ![α + 2 * β, α, α, α - 2 * β] := by
  have hA : (SimpleGraph.cycleGraph 4).adjMatrix ℝ =
      !![0, 1, 0, 1; 1, 0, 1, 0; 0, 1, 0, 1; 1, 0, 1, 0] := by
    ext i j
    fin_cases i <;> fin_cases j <;>
      simp +decide [SimpleGraph.adjMatrix_apply]
  constructor
  · ext i j
    fin_cases i <;> fin_cases j <;>
      norm_num [squareOrbitals, Matrix.mul_apply, Fin.sum_univ_succ, Matrix.one_apply]
  · rw [huckel, hA, Matrix.add_mul, Matrix.smul_mul, Matrix.smul_mul, Matrix.one_mul]
    ext i j
    rw [Matrix.mul_diagonal]
    fin_cases i <;> fin_cases j <;>
      simp [squareOrbitals] <;> ring

end HuckelFourthMoment
```

The theorem confirms that they satisfy both hypotheses for the four-membered ring, with levels α + 2β, α, α and α − 2β. The proof writes out the adjacency matrix and compares entries. From the levels, the fourth moment about α is 16β⁴ + 16β⁴ = 32β⁴. From the graph, with four vertices of degree 2, m = 4 and q = 1, it is β⁴(32 − 8 + 8) = 32β⁴.

```lean
#print axioms HuckelFourthMoment.trace_adjMatrix_pow_four
#print axioms HuckelFourthMoment.moment_eq_iff_no_four_ring
#print axioms HuckelFourthMoment.huckel_fourth_moment
```

```
'HuckelFourthMoment.trace_adjMatrix_pow_four' depends on axioms: [propext, Classical.choice, Quot.sound]
'HuckelFourthMoment.moment_eq_iff_no_four_ring' depends on axioms: [propext, Classical.choice, Quot.sound]
'HuckelFourthMoment.huckel_fourth_moment' depends on axioms: [propext, Classical.choice, Quot.sound]
```
